# For two unit contributions with overlap 0 ≤ r < 1, a data error e shifts the least-squares coefficients by at most ‖e‖/√(1 − r)

## A fit as a minimiser

A fit is taken here to be a pair of real coefficients that minimises the residual norm over all pairs, not the output of a formula. The data d is a vector of reference energies with the fixed part of the functional subtracted. The vectors x and y hold what the two coefficients multiply in the same energies. For x this is exact minus semilocal exchange. For y it is the perturbative correlation, minus the semilocal correlation if the same coefficient scales that down. The model is

m(c) = c₀x + c₁y.

Both vectors are scaled to unit length, so each coefficient is the original one times the length of its unscaled vector. Their overlap is r = ⟨x,y⟩. For a double hybrid with frozen orbitals and orbital energies and with unconstrained linear coefficients, the result says how strongly errors in the reference data can affect the fitted parameters. Orbitals or orbital energies that respond to the exchange fraction, and errors in x and y themselves, lie beyond this model.

## The bound and an error that attains it

Let c fit d and c' fit d + e, with 0 ≤ r < 1. Then `coefficient_shift_le` states

‖c' − c‖ ≤ ‖e‖/√(1 − r).

For e = t(x − y), with any real t, `shift_of_difference` states that the shift is (t, −t) and that equality holds.

In Lean, `V` is any real inner-product space, for instance ℝᴺ for N reference energies. The type `EuclideanSpace ℝ (Fin 2)` gives the coefficient pair its Euclidean norm, and `IsFit x y d c` is the minimising property. Both theorems assume that c and c' are fits; `isFit_iff` shows that such fits exist and are unique.

The sign condition on r matters: for −1 < r < 0 the error x + y violates the bound. Replacing y by −y, and c₁ by −c₁, makes the overlap positive again.

## Derivation from the normal equations

Let w = d − m(c) be the residual of a fit. Changing c₀ by t gives

‖w − tx‖² = ‖w‖² − 2t⟨x,w⟩ + t².

At t = ⟨x,w⟩ this is ‖w‖² − ⟨x,w⟩², so minimality forces ⟨x,w⟩ = 0. Likewise ⟨y,w⟩ = 0. Conversely, if both vanish, any other pair a has

‖d − m(a)‖² = ‖w‖² + ‖m(c − a)‖² ≥ ‖w‖².

The two conditions read c₀ + rc₁ = ⟨x,d⟩ and rc₀ + c₁ = ⟨y,d⟩, with the solution

c₀ = (⟨x,d⟩ − r⟨y,d⟩)/(1 − r²),
c₁ = (⟨y,d⟩ − r⟨x,d⟩)/(1 − r²).

Now let δ = c' − c. The vector e − m(δ) is the difference of the two residuals, hence orthogonal to x and y, so δ is a fit of e. By Pythagoras,

‖e‖² = ‖m(δ)‖² + ‖e − m(δ)‖²,
‖m(δ)‖² = δ₀² + δ₁² + 2rδ₀δ₁ = (1 − r)‖δ‖² + r(δ₀ + δ₁)².

Dropping the non-negative terms leaves ‖e‖² ≥ (1 − r)‖δ‖², which is the bound.

For e = t(x − y), ⟨x,e⟩ = t(1 − r) and ⟨y,e⟩ = −t(1 − r). The solution formula gives δ = (t, −t). Both dropped terms are then zero, and equality follows.

## From orthogonal to nearly parallel contributions

At r = 0 the bound is ‖e‖: orthogonal contributions do not amplify errors. As r → 1 the factor diverges. At r = 1 the vectors coincide, and only c₀ + c₁ is determined.

## An overlap of 0.96

Take x = (1, 0) and y = (0.96, 0.28). Then r = 0.96 and 1/√(1 − r) = 5. With t = 0.1 the error is e = (0.004, −0.028), of norm about 0.0283. The coefficients shift by (0.1, −0.1), of norm about 0.1414, five times as much.

## The Lean file

```lean
import Mathlib

open scoped InnerProductSpace

namespace DoubleHybridFitting

variable {V : Type*} [NormedAddCommGroup V] [InnerProductSpace ℝ V]
  {x y d e : V} {c c' : EuclideanSpace ℝ (Fin 2)} {r : ℝ}

/-- The model prediction: exchange contribution `x` and perturbative-correlation
contribution `y`, weighted by the coefficient pair `c`. -/
def model (x y : V) (c : EuclideanSpace ℝ (Fin 2)) : V := c 0 • x + c 1 • y

/-- The pair `c` is a least-squares fit of the data `d`: no other pair gives a smaller
residual norm. -/
def IsFit (x y d : V) (c : EuclideanSpace ℝ (Fin 2)) : Prop :=
  ∀ a : EuclideanSpace ℝ (Fin 2), ‖d - model x y c‖ ≤ ‖d - model x y a‖

/-- A vector orthogonal to both contributions is orthogonal to every model prediction. -/
theorem inner_model_eq_zero {w : V} (h1 : ⟪x, w⟫_ℝ = 0) (h2 : ⟪y, w⟫_ℝ = 0)
    (a : EuclideanSpace ℝ (Fin 2)) : ⟪w, model x y a⟫_ℝ = 0 := by
  rw [model, inner_add_right, real_inner_smul_right, real_inner_smul_right,
    real_inner_comm x w, real_inner_comm y w, h1, h2]
  ring

/-- Normal equations: for unit contributions, a pair is a least-squares fit exactly when
its residual is orthogonal to both contributions. -/
theorem normal_equations (hx : ‖x‖ = 1) (hy : ‖y‖ = 1) :
    IsFit x y d c ↔
      ⟪x, d - model x y c⟫_ℝ = 0 ∧ ⟪y, d - model x y c⟫_ℝ = 0 := by
  constructor
  · intro h
    -- a residual that cannot be shortened along `v` is orthogonal to `v`
    have key : ∀ v w : V, ‖v‖ = 1 → (∀ t : ℝ, ‖w‖ ≤ ‖w - t • v‖) → ⟪v, w⟫_ℝ = 0 := by
      intro v w hv hm
      have h1 := pow_le_pow_left₀ (norm_nonneg _) (hm ⟪v, w⟫_ℝ) 2
      have h2 : ‖w - ⟪v, w⟫_ℝ • v‖ ^ 2 = ‖w‖ ^ 2 - ⟪v, w⟫_ℝ ^ 2 := by
        rw [norm_sub_sq_real, real_inner_smul_right, norm_smul, hv, Real.norm_eq_abs,
          mul_one, sq_abs, real_inner_comm v w]
        ring
      have h3 : ⟪v, w⟫_ℝ ^ 2 = 0 := le_antisymm (by linarith) (sq_nonneg _)
      exact (pow_eq_zero_iff two_ne_zero).1 h3
    refine ⟨key x _ hx fun t => ?_, key y _ hy fun t => ?_⟩
    · have h2 : d - model x y !₂[c 0 + t, c 1] = d - model x y c - t • x := by
        change d - ((c 0 + t) • x + c 1 • y) = d - (c 0 • x + c 1 • y) - t • x
        module
      rw [← h2]
      exact h _
    · have h2 : d - model x y !₂[c 0, c 1 + t] = d - model x y c - t • y := by
        change d - (c 0 • x + (c 1 + t) • y) = d - (c 0 • x + c 1 • y) - t • y
        module
      rw [← h2]
      exact h _
  · rintro ⟨h1, h2⟩ a
    have hs : d - model x y c + model x y (c - a) = d - model x y a := by
      simp only [model, PiLp.sub_apply]
      module
    -- Pythagoras for the residual of the competitor
    have hp := norm_add_sq_real (d - model x y c) (model x y (c - a))
    rw [inner_model_eq_zero h1 h2, hs] at hp
    refine (pow_le_pow_iff_left₀ (norm_nonneg _) (norm_nonneg _) two_ne_zero).1 ?_
    linarith [sq_nonneg ‖model x y (c - a)‖]

/-- For unit contributions with overlap `r`, `r² ≠ 1`, the least-squares fit exists, is
unique, and is given by this explicit formula. -/
theorem isFit_iff (hx : ‖x‖ = 1) (hy : ‖y‖ = 1) (hxy : ⟪x, y⟫_ℝ = r) (hr : r ^ 2 ≠ 1) :
    IsFit x y d c ↔ c 0 = (⟪x, d⟫_ℝ - r * ⟪y, d⟫_ℝ) / (1 - r ^ 2) ∧
      c 1 = (⟪y, d⟫_ℝ - r * ⟪x, d⟫_ℝ) / (1 - r ^ 2) := by
  have hd : 1 - r ^ 2 ≠ 0 := sub_ne_zero.2 (Ne.symm hr)
  have hX : ⟪x, d - model x y c⟫_ℝ = ⟪x, d⟫_ℝ - (c 0 + r * c 1) := by
    rw [model, inner_sub_right, inner_add_right, real_inner_smul_right,
      real_inner_smul_right, real_inner_self_eq_norm_sq, hx, hxy]
    ring
  have hY : ⟪y, d - model x y c⟫_ℝ = ⟪y, d⟫_ℝ - (r * c 0 + c 1) := by
    rw [model, inner_sub_right, inner_add_right, real_inner_smul_right,
      real_inner_smul_right, real_inner_self_eq_norm_sq, hy, real_inner_comm x y, hxy]
    ring
  rw [normal_equations hx hy, hX, hY, eq_div_iff hd, eq_div_iff hd]
  constructor
  · rintro ⟨h1, h2⟩
    constructor
    · linear_combination -h1 + r * h2
    · linear_combination -h2 + r * h1
  · rintro ⟨h1, h2⟩
    constructor
    · apply mul_left_cancel₀ hd
      linear_combination -h1 - r * h2
    · apply mul_left_cancel₀ hd
      linear_combination -h2 - r * h1

/-- For unit contributions, the change of the coefficients caused by an error `e` in the
data is itself a least-squares fit of `e`. -/
theorem isFit_shift (hx : ‖x‖ = 1) (hy : ‖y‖ = 1)
    (h : IsFit x y d c) (h' : IsFit x y (d + e) c') : IsFit x y e (c' - c) := by
  rw [normal_equations hx hy] at h h' ⊢
  have hs : e - model x y (c' - c) = (d + e - model x y c') - (d - model x y c) := by
    simp only [model, PiLp.sub_apply]
    module
  rw [hs]
  constructor
  · rw [inner_sub_right, h'.1, h.1, sub_zero]
  · rw [inner_sub_right, h'.2, h.2, sub_zero]

/-- Error budget: for unit contributions with overlap `r`, the squared norm of fitted data
`e` splits into a part from the size of the coefficients, a part from their sum, and the
squared residual. -/
theorem error_budget (hx : ‖x‖ = 1) (hy : ‖y‖ = 1) (hxy : ⟪x, y⟫_ℝ = r)
    (h : IsFit x y e c) :
    ‖e‖ ^ 2 = (1 - r) * ‖c‖ ^ 2 + r * (c 0 + c 1) ^ 2 + ‖e - model x y c‖ ^ 2 := by
  obtain ⟨h1, h2⟩ := (normal_equations hx hy).1 h
  have hp := norm_add_sq_real (e - model x y c) (model x y c)
  rw [inner_model_eq_zero h1 h2, sub_add_cancel] at hp
  have hm : ‖model x y c‖ ^ 2 = c 0 ^ 2 + c 1 ^ 2 + 2 * r * c 0 * c 1 := by
    rw [model, norm_add_sq_real, norm_smul, norm_smul, real_inner_smul_left,
      real_inner_smul_right, hx, hy, hxy, mul_pow, mul_pow, Real.norm_eq_abs,
      Real.norm_eq_abs, sq_abs, sq_abs]
    ring
  have hc : ‖c‖ ^ 2 = c 0 ^ 2 + c 1 ^ 2 := by
    simp [EuclideanSpace.norm_sq_eq, Fin.sum_univ_two]
  rw [hc]
  linear_combination hp + hm

/-- For unit contributions with overlap `0 ≤ r < 1`, an error `e` in the reference data
changes the fitted coefficient pair by at most `‖e‖ / √(1 - r)`. -/
theorem coefficient_shift_le (hx : ‖x‖ = 1) (hy : ‖y‖ = 1) (hxy : ⟪x, y⟫_ℝ = r)
    (hr0 : 0 ≤ r) (hr1 : r < 1) (h : IsFit x y d c) (h' : IsFit x y (d + e) c') :
    ‖c' - c‖ ≤ ‖e‖ / √(1 - r) := by
  have b := error_budget hx hy hxy (isFit_shift hx hy h h')
  rw [le_div_iff₀ (Real.sqrt_pos.2 (by linarith))]
  refine (pow_le_pow_iff_left₀ (by positivity) (norm_nonneg _) two_ne_zero).1 ?_
  rw [mul_pow, Real.sq_sqrt (by linarith)]
  linarith [mul_nonneg hr0 (sq_nonneg ((c' - c) 0 + (c' - c) 1)),
    sq_nonneg ‖e - model x y (c' - c)‖]


/-- For unit contributions with overlap `0 ≤ r < 1`, the error `t (x - y)` shifts the
coefficients by `t` and `-t`, and the bound `‖e‖ / √(1 - r)` is attained. -/
theorem shift_of_difference (hx : ‖x‖ = 1) (hy : ‖y‖ = 1) (hxy : ⟪x, y⟫_ℝ = r)
    (hr0 : 0 ≤ r) (hr1 : r < 1) (t : ℝ) (h : IsFit x y d c)
    (h' : IsFit x y (d + t • (x - y)) c') :
    (c' - c) 0 = t ∧ (c' - c) 1 = -t ∧ ‖c' - c‖ = ‖t • (x - y)‖ / √(1 - r) := by
  have hf := isFit_shift hx hy h h'
  generalize c' - c = δ at hf ⊢
  have hr : r ^ 2 ≠ 1 := by nlinarith
  have hd : 1 - r ^ 2 ≠ 0 := sub_ne_zero.2 (Ne.symm hr)
  obtain ⟨h0, h1⟩ := (isFit_iff hx hy hxy hr).1 hf
  have hX : ⟪x, t • (x - y)⟫_ℝ = t * (1 - r) := by
    rw [real_inner_smul_right, inner_sub_right, real_inner_self_eq_norm_sq, hx, hxy]
    ring
  have hY : ⟪y, t • (x - y)⟫_ℝ = t * (r - 1) := by
    rw [real_inner_smul_right, inner_sub_right, real_inner_self_eq_norm_sq, hy,
      real_inner_comm x y, hxy]
    ring
  have e0 : δ 0 = t := by
    rw [h0, hX, hY, div_eq_iff hd]
    ring
  have e1 : δ 1 = -t := by
    rw [h1, hX, hY, div_eq_iff hd]
    ring
  refine ⟨e0, e1, ?_⟩
  -- the error is fitted without residual
  have hm : model x y δ = t • (x - y) := by
    rw [model, e0, e1]
    module
  have b := error_budget hx hy hxy hf
  rw [hm, sub_self, norm_zero, e0, e1] at b
  have hs : 0 < √(1 - r) := Real.sqrt_pos.2 (by linarith)
  rw [eq_div_iff hs.ne', ← sq_eq_sq₀ (by positivity) (norm_nonneg _), mul_pow,
    Real.sq_sqrt (by linarith)]
  linear_combination -b

end DoubleHybridFitting
```

```lean
#print axioms DoubleHybridFitting.coefficient_shift_le
#print axioms DoubleHybridFitting.shift_of_difference
```

```
'DoubleHybridFitting.coefficient_shift_le' depends on axioms: [propext, Classical.choice, Quot.sound]
'DoubleHybridFitting.shift_of_difference' depends on axioms: [propext, Classical.choice, Quot.sound]
```

## From minimality to the error budget in Lean

`inner_model_eq_zero` extends orthogonality from x and y to every model prediction. In `normal_equations`, the local statement `key` is the step with t = ⟨x,w⟩, for a general unit vector; the competitors are pairs with one entry changed, and `module` checks the vector identities. The converse is Pythagoras.

`isFit_iff` solves the 2×2 system by `linear_combination`, and `isFit_shift` subtracts the two residuals. `error_budget` combines Pythagoras with the expansion of ‖m(c)‖².

`coefficient_shift_le` clears the denominator, compares squares and lets `linarith` discard the two non-negative terms. `shift_of_difference` reads t and −t from the explicit solution, shows that the model reproduces the error exactly, and obtains equality from the budget.
